# The minimum of the Rayleigh quotient for a two-level Hamiltonian

Take two orthonormal states of equal energy, set to zero, with the coupling matrix element $1$ between them. A trial state with amplitudes $x_0$ and $x_1$ has the mean energy

$$\frac{2\,\mathrm{Re}(\bar x_0x_1)}{|x_0|^2+|x_1|^2}.$$

How low can it go? Since $|x_0+x_1|^2=|x_0|^2+|x_1|^2+2\,\mathrm{Re}(\bar x_0x_1)$ is never negative, the mean energy is at least $-1$. It equals $-1$ exactly when $x_1=-x_0$, which is the normalised state $(1,-1)/\sqrt2$ up to a phase. The energy excess over the minimum is a square, and the square vanishes on the ground state. The same mechanism works for any two levels.

## The lower level and its derivation

Let the two states have real energies $a$ and $b$ and a complex coupling $c$:

$$H=\begin{pmatrix}a&c\\ \bar c&b\end{pmatrix},\qquad d=\frac{a-b}{2},\qquad R=\sqrt{d^2+|c|^2},\qquad E=\frac{a+b}{2}-R.$$

The claim is that $\langle x,Hx\rangle/\langle x,x\rangle$, taken over nonzero $x\in\mathbb C^2$, has the minimum $E$, and that some vector attains it.

**Expectation value.** From $Hx=(ax_0+cx_1,\ \bar cx_0+bx_1)$,

$$\langle x,Hx\rangle=a|x_0|^2+b|x_1|^2+2\,\mathrm{Re}(\bar x_0cx_1),$$

because the two coupling terms are complex conjugates of each other. The value is real.

**Residual.** Since $a-E=R+d$ and $b-E=R-d$, the residual $r=(H-E)x$ has the components

$$r_0=(R+d)x_0+cx_1,\qquad r_1=\bar cx_0+(R-d)x_1.$$

Expanding the squares gives

$$|r_0|^2+|r_1|^2=\big[(R+d)^2+|c|^2\big]|x_0|^2+\big[(R-d)^2+|c|^2\big]|x_1|^2+4R\,\mathrm{Re}(\bar x_0cx_1).$$

With $d^2+|c|^2=R^2$, the brackets become $2R(R+d)$ and $2R(R-d)$. Therefore

$$|r_0|^2+|r_1|^2=2R\,\big(\langle x,Hx\rangle-E\langle x,x\rangle\big).$$

**Lower bound.** If $R>0$, dividing by $2R$ shows that $\langle x,Hx\rangle\ge E\langle x,x\rangle$. If $R=0$, then $d=0$ and $c=0$, so $H$ is $a$ times the identity and every quotient equals $a=E$.

**Attainment.** The secular equation holds, because

$$(a-E)(b-E)=(R+d)(R-d)=R^2-d^2=|c|^2.$$

Apply $H$ to $v=(c,E-a)$. The first component is $ac+c(E-a)=Ec$. The second is $|c|^2+b(E-a)$, and replacing $|c|^2$ by $(a-E)(b-E)$ turns it into $E(E-a)$. So $Hv=Ev$, and for $c\neq0$ the vector $v$ is nonzero and has quotient $E$. If $c=0$, the secular equation says that $E$ is $a$ or $b$, and the corresponding basis vector attains it.

**Minimisers.** If a nonzero $x$ has quotient $E$, the right side of the residual identity is zero, so $r=0$ and $Hx=Ex$. The converse is immediate. For $c\ne0$ the first row of $Hx=Ex$ gives $x_1=(E-a)x_0/c$, that is, $x=(x_0/c)\,v$. Since $|c|^2+(E-a)^2=2R(R+d)$, the normalised ground state has populations $(R-d)/2R$ and $(R+d)/2R$ in the two basis states.

**Second-order energy.** Let $a<b$ and put $s=|c|^2/(b-a)$. Then

$$R^2=\Big(\frac{b-a}{2}\Big)^2+s(b-a)\le\Big(\frac{b-a}{2}+s\Big)^2,$$

so $R\le(b-a)/2+s$, and hence $a-s\le E$.

For two orthonormal basis states, this is the arithmetic behind an avoided crossing and behind configuration interaction with two configurations. The step from a real molecule or atom to the matrix $H$, whose entries are the matrix elements of its full Hamiltonian between two such states, is taken as given. That $E$ then bounds the true ground energy from above is the general variational principle, a statement about the full Hamiltonian.

## The Hamiltonian and the quotient in Lean

```lean
import Mathlib

open Matrix ComplexConjugate

namespace TwoLevelRitz

noncomputable section
```

The real type of `a` and `b` and the entry `conj c` make the matrix Hermitian by construction. Rows and columns are numbered 0 and 1, as above.

```lean
/-- The two-level Hamiltonian with real diagonal energies `a`, `b` and complex coupling `c`. -/
def hamiltonian (a b : ℝ) (c : ℂ) : Matrix (Fin 2) (Fin 2) ℂ :=
  !![(a : ℂ), c; conj c, (b : ℂ)]
```

In the quotient, `star x ⬝ᵥ H *ᵥ x` is $\langle x,Hx\rangle$, with the conjugate on the first factor. Trial vectors need not be normalised.

```lean
/-- The Rayleigh quotient, the real part of `⟨x, H x⟩` divided by `⟨x, x⟩`,
for nonzero trial vectors `x`. -/
def rayleigh (H : Matrix (Fin 2) (Fin 2) ℂ) (x : Fin 2 → ℂ) : ℝ :=
  (star x ⬝ᵥ H *ᵥ x).re / (star x ⬝ᵥ x).re
```

The name `halfGap` stands for $R$, half the distance between the two eigenvalues, and `lowerLevel` stands for $E$. The "half-detuning" in the comment is $d$.

```lean
/-- The square root of the squared half-detuning plus the squared coupling strength. -/
def halfGap (a b : ℝ) (c : ℂ) : ℝ := √(((a - b) / 2) ^ 2 + ‖c‖ ^ 2)

/-- The lower level: the mean diagonal energy minus `halfGap`. -/
def lowerLevel (a b : ℝ) (c : ℂ) : ℝ := (a + b) / 2 - halfGap a b c
```

The algebraic identities below use only one fact about the square root, the value of its square. The lower bound on the quotient also uses that it is nonnegative.

```lean
lemma halfGap_sq (a b : ℝ) (c : ℂ) :
    halfGap a b c ^ 2 = ((a - b) / 2) ^ 2 + ‖c‖ ^ 2 :=
  Real.sq_sqrt (by positivity)
```

## Expectation value and norm in components

The product $Hx$ is written out first.

```lean
lemma hamiltonian_mulVec (a b : ℝ) (c : ℂ) (x : Fin 2 → ℂ) :
    hamiltonian a b c *ᵥ x = ![a * x 0 + c * x 1, conj c * x 0 + b * x 1] := by
  ext i
  fin_cases i <;> simp [hamiltonian, Matrix.mulVec, dotProduct, Fin.sum_univ_two]
```

The next theorem equates a complex number with a real number read as complex, so it also says that the imaginary part vanishes. Taking the real part in `rayleigh` therefore loses nothing for this Hamiltonian. The proof compares real and imaginary parts separately.

```lean
/-- The unnormalised energy expectation value `⟨x, H x⟩` is real: two weighted diagonal energies
plus an interference term from the coupling. -/
theorem expectation_eq (a b : ℝ) (c : ℂ) (x : Fin 2 → ℂ) :
    star x ⬝ᵥ hamiltonian a b c *ᵥ x =
      ((a * Complex.normSq (x 0) + b * Complex.normSq (x 1)
        + 2 * (conj (x 0) * c * x 1).re : ℝ) : ℂ) := by
  rw [hamiltonian_mulVec]
  apply Complex.ext <;>
    simp [dotProduct, Fin.sum_univ_two, Complex.normSq_apply] <;> ring
```

The denominator is $|x_0|^2+|x_1|^2$, and it is positive for a nonzero vector because at least one component is nonzero.

```lean
lemma overlap_re (x : Fin 2 → ℂ) :
    (star x ⬝ᵥ x).re = Complex.normSq (x 0) + Complex.normSq (x 1) := by
  simp [dotProduct, Fin.sum_univ_two, Complex.normSq_apply]

lemma overlap_pos {x : Fin 2 → ℂ} (hx : x ≠ 0) : 0 < (star x ⬝ᵥ x).re := by
  rw [overlap_re]
  by_cases h0 : x 0 = 0
  · have h1 : x 1 ≠ 0 := fun h1 => hx (funext (Fin.forall_fin_two.2 ⟨h0, h1⟩))
    exact add_pos_of_nonneg_of_pos (Complex.normSq_nonneg _) (Complex.normSq_pos.2 h1)
  · exact add_pos_of_pos_of_nonneg (Complex.normSq_pos.2 h0) (Complex.normSq_nonneg _)
```

## Energy excess as a squared residual

The squared length of the residual is written as a sum of two `Complex.normSq` terms, which is the usual Hermitian length. The proof expands everything into real and imaginary parts. Before $R^2=d^2+|c|^2$ is used, the two sides differ by $(|x_0|^2+|x_1|^2)(d^2+|c|^2-R^2)$, and `linear_combination` removes this with the matching multiple of `hR`.

```lean
/-- The squared length of the residual `(H - E) x` at the lower level `E` is twice
`halfGap` times the unnormalised energy excess of the trial vector over `E`. -/
theorem residual_identity (a b : ℝ) (c : ℂ) (x : Fin 2 → ℂ) :
    Complex.normSq ((hamiltonian a b c *ᵥ x - (lowerLevel a b c : ℂ) • x) 0)
      + Complex.normSq ((hamiltonian a b c *ᵥ x - (lowerLevel a b c : ℂ) • x) 1)
    = 2 * halfGap a b c * ((star x ⬝ᵥ hamiltonian a b c *ᵥ x).re
        - lowerLevel a b c * (star x ⬝ᵥ x).re) := by
  have hR := halfGap_sq a b c
  rw [Complex.sq_norm, Complex.normSq_apply] at hR
  rw [expectation_eq, overlap_re, hamiltonian_mulVec, Complex.ofReal_re]
  simp only [Pi.sub_apply, Pi.smul_apply, smul_eq_mul, Matrix.cons_val_zero,
    Matrix.cons_val_one, Complex.normSq_apply, Complex.sub_re, Complex.sub_im,
    Complex.add_re, Complex.add_im, Complex.mul_re, Complex.mul_im, Complex.conj_re,
    Complex.conj_im, Complex.ofReal_re, Complex.ofReal_im]
  unfold lowerLevel
  linear_combination (-((x 0).re ^ 2 + (x 0).im ^ 2 + (x 1).re ^ 2 + (x 1).im ^ 2)) * hR
```

For a normalised trial vector, the identity says that the squared residual is $2R$ times the energy error. In this two-level model an error of first order in the state thus gives an error of second order in the energy.

## The secular equation and the ground vector

```lean
/-- The lower level solves the secular equation of the two-level problem. -/
theorem secular_equation (a b : ℝ) (c : ℂ) :
    (a - lowerLevel a b c) * (b - lowerLevel a b c) = ‖c‖ ^ 2 := by
  unfold lowerLevel
  linear_combination halfGap_sq a b c
```

The eigenvalue equation for $(c,E-a)$ is checked row by row: the first row is an identity, and the second uses the secular equation in the form `hs`. The theorem holds for every `c`, including cases such as $c=0$, $a\le b$, where the vector is zero.

```lean
/-- The vector `(c, E - a)` satisfies the eigenvalue equation at the lower level `E`. -/
theorem ground_vector (a b : ℝ) (c : ℂ) :
    hamiltonian a b c *ᵥ ![c, (lowerLevel a b c : ℂ) - a]
      = (lowerLevel a b c : ℂ) • ![c, (lowerLevel a b c : ℂ) - a] := by
  have hs : conj c * c = ((a : ℂ) - lowerLevel a b c) * (b - lowerLevel a b c) := by
    rw [Complex.conj_mul']
    exact_mod_cast (secular_equation a b c).symm
  rw [hamiltonian_mulVec]
  refine funext (Fin.forall_fin_two.2 ⟨?_, ?_⟩)
  · simp only [Pi.smul_apply, smul_eq_mul, Matrix.cons_val_zero, Matrix.cons_val_one]
    ring
  · simp only [Pi.smul_apply, smul_eq_mul, Matrix.cons_val_zero, Matrix.cons_val_one]
    linear_combination hs
```

## Attaining the minimum means solving the eigenvalue equation

The quotient is first cleared of its denominator. In the forward direction the residual identity then has zero on the right, so two nonnegative terms add to zero and each component of the residual vanishes. In the other direction the eigenvalue equation is substituted into the expectation value.

```lean
/-- A nonzero trial vector has the lower level as its Rayleigh quotient exactly when it
solves the Schrödinger equation at that energy. -/
theorem rayleigh_eq_iff (a b : ℝ) (c : ℂ) {x : Fin 2 → ℂ} (hx : x ≠ 0) :
    rayleigh (hamiltonian a b c) x = lowerLevel a b c ↔
      hamiltonian a b c *ᵥ x = (lowerLevel a b c : ℂ) • x := by
  rw [rayleigh, div_eq_iff (overlap_pos hx).ne']
  constructor
  · intro h
    -- no energy excess means no residual
    have hres := residual_identity a b c x
    rw [h, sub_self, mul_zero] at hres
    refine sub_eq_zero.1 ?_
    generalize hamiltonian a b c *ᵥ x - (lowerLevel a b c : ℂ) • x = r at hres ⊢
    have n0 := Complex.normSq_nonneg (r 0)
    have n1 := Complex.normSq_nonneg (r 1)
    have h0 : r 0 = 0 := Complex.normSq_eq_zero.1 (by linarith)
    have h1 : r 1 = 0 := Complex.normSq_eq_zero.1 (by linarith)
    exact funext (Fin.forall_fin_two.2 ⟨h0, h1⟩)
  · intro h
    rw [h, dotProduct_smul, smul_eq_mul, Complex.re_ofReal_mul]
```

## The lower bound and the minimum

The proof of the bound splits on whether `halfGap` is zero or positive, as in the derivation. In the first case both squares under the root must vanish. In the second, a nonnegative product with a positive factor $2R$ has a nonnegative other factor.

```lean
/-- Every nonzero trial vector has a Rayleigh quotient at or above the lower level. -/
theorem lowerLevel_le_rayleigh (a b : ℝ) (c : ℂ) {x : Fin 2 → ℂ} (hx : x ≠ 0) :
    lowerLevel a b c ≤ rayleigh (hamiltonian a b c) x := by
  rw [rayleigh, le_div_iff₀ (overlap_pos hx)]
  have hnn : 0 ≤ halfGap a b c := Real.sqrt_nonneg _
  rcases hnn.eq_or_lt with h0 | hpos
  · -- degenerate uncoupled levels: the Hamiltonian is a multiple of the identity
    have hsq := halfGap_sq a b c
    rw [← h0] at hsq
    have hc : ‖c‖ = 0 := (pow_eq_zero_iff two_ne_zero).1
      (by nlinarith [sq_nonneg ((a - b) / 2), sq_nonneg ‖c‖])
    have hd : (a - b) / 2 = 0 := (pow_eq_zero_iff two_ne_zero).1
      (by nlinarith [sq_nonneg ((a - b) / 2), sq_nonneg ‖c‖])
    have hab : b = a := by linarith
    rw [expectation_eq, Complex.ofReal_re, overlap_re, lowerLevel, ← h0,
      norm_eq_zero.1 hc, hab]
    simp only [mul_zero, zero_mul, Complex.zero_re]
    apply le_of_eq
    ring
  · -- otherwise the excess is a squared residual over a positive number
    have hres := residual_identity a b c x
    have hprod := add_nonneg
      (Complex.normSq_nonneg ((hamiltonian a b c *ᵥ x - (lowerLevel a b c : ℂ) • x) 0))
      (Complex.normSq_nonneg ((hamiltonian a b c *ᵥ x - (lowerLevel a b c : ℂ) • x) 1))
    rw [hres] at hprod
    exact sub_nonneg.1 ((mul_nonneg_iff_of_pos_left (by positivity)).1 hprod)
```

The main theorem concerns the set of quotients of all nonzero vectors. `IsLeast` says that the stated number belongs to this set and that no member lies below it. The exclusion of the zero vector matters here: Lean sets $0/0=0$, which would undercut the minimum whenever $E>0$.

```lean
/-- The minimum of the Rayleigh quotient of a two-level Hamiltonian over nonzero vectors is
attained and equals the mean diagonal energy minus the root of the squared half-detuning plus
the squared coupling strength. -/
theorem isLeast_rayleigh (a b : ℝ) (c : ℂ) :
    IsLeast (rayleigh (hamiltonian a b c) '' {x | x ≠ 0})
      ((a + b) / 2 - √(((a - b) / 2) ^ 2 + ‖c‖ ^ 2)) := by
  change IsLeast _ (lowerLevel a b c)
  constructor
  · suffices h : ∃ x : Fin 2 → ℂ, x ≠ 0 ∧
        hamiltonian a b c *ᵥ x = (lowerLevel a b c : ℂ) • x by
      obtain ⟨x, hx, he⟩ := h
      exact ⟨x, hx, (rayleigh_eq_iff a b c hx).2 he⟩
    by_cases hc : c = 0
    · -- without coupling the lower level is one of the diagonal energies
      have hs := secular_equation a b c
      rw [show ‖c‖ ^ 2 = 0 by simp [hc]] at hs
      rcases mul_eq_zero.1 hs with h | h
      · refine ⟨![1, 0], fun h0 => by simpa using congrFun h0 0, ?_⟩
        rw [← sub_eq_zero.1 h, hamiltonian_mulVec]
        ext i
        fin_cases i <;> simp [hc]
      · refine ⟨![0, 1], fun h0 => by simpa using congrFun h0 1, ?_⟩
        rw [← sub_eq_zero.1 h, hamiltonian_mulVec]
        ext i
        fin_cases i <;> simp [hc]
    · exact ⟨_, fun h0 => hc (by simpa using congrFun h0 0), ground_vector a b c⟩
  · rintro _ ⟨x, hx, rfl⟩
    exact lowerLevel_le_rayleigh a b c hx
```

Membership is reduced to finding a nonzero solution of $Hx=Ex$. The proof takes `![1, 0]` or `![0, 1]` when $c=0$, according to which factor of the secular equation vanishes, and the ground vector otherwise. The second half is the lower bound.

## The minimisers for nonzero coupling

The factor `z` is $x_0/c$, read off from the first component; the first row of the eigenvalue equation then fixes the second component. Because `x` is assumed nonzero, `z` is nonzero as well. The condition $c\neq0$ means that the two basis states really mix.

```lean
/-- For nonzero coupling, the nonzero trial vectors that attain the lower level `E` are
exactly the nonzero multiples of `(c, E - a)`. -/
theorem minimizer_iff (a b : ℝ) {c : ℂ} (hc : c ≠ 0) {x : Fin 2 → ℂ} (hx : x ≠ 0) :
    rayleigh (hamiltonian a b c) x = lowerLevel a b c ↔
      ∃ z : ℂ, x = z • ![c, (lowerLevel a b c : ℂ) - a] := by
  rw [rayleigh_eq_iff a b c hx]
  constructor
  · intro h
    have h0 := congrFun h 0
    rw [hamiltonian_mulVec] at h0
    simp only [Pi.smul_apply, smul_eq_mul, Matrix.cons_val_zero] at h0
    refine ⟨x 0 / c, funext (Fin.forall_fin_two.2 ⟨?_, ?_⟩)⟩
    · simp only [Pi.smul_apply, smul_eq_mul, Matrix.cons_val_zero]
      exact (div_mul_cancel₀ _ hc).symm
    · simp only [Pi.smul_apply, smul_eq_mul, Matrix.cons_val_one, Matrix.cons_val_zero]
      rw [div_mul_eq_mul_div, eq_div_iff hc]
      linear_combination h0
  · rintro ⟨z, rfl⟩
    rw [Matrix.mulVec_smul, ground_vector, smul_comm]
```

## Second-order perturbation theory lies at or below the minimum

The hypothesis `a < b` says that the perturbed state is the lower of two non-degenerate levels. The proof bounds `halfGap` by comparing squares, where the surplus is $s^2$, and inserts the bound into the definition of $E$.

```lean
/-- If `a < b`, the second-order perturbative energy `a - |c|² / (b - a)` never lies above
the lower level. -/
theorem second_order_le (a b : ℝ) (c : ℂ) (hab : a < b) :
    a - ‖c‖ ^ 2 / (b - a) ≤ lowerLevel a b c := by
  have hpos : 0 < b - a := sub_pos.2 hab
  have ht : ‖c‖ ^ 2 / (b - a) * (b - a) = ‖c‖ ^ 2 := div_mul_cancel₀ _ hpos.ne'
  have hR : halfGap a b c ≤ (b - a) / 2 + ‖c‖ ^ 2 / (b - a) := by
    refine Real.sqrt_le_iff.2 ⟨by positivity, ?_⟩
    nlinarith [sq_nonneg (‖c‖ ^ 2 / (b - a))]
  unfold lowerLevel
  linarith

end

end TwoLevelRitz
```

In this two-level model, then, the second-order energy is not a variational upper bound: it approaches the exact level from below as the coupling goes to zero.

```lean
#print axioms TwoLevelRitz.isLeast_rayleigh
#print axioms TwoLevelRitz.minimizer_iff
#print axioms TwoLevelRitz.second_order_le
```

```
'TwoLevelRitz.isLeast_rayleigh' depends on axioms: [propext, Classical.choice, Quot.sound]
'TwoLevelRitz.minimizer_iff' depends on axioms: [propext, Classical.choice, Quot.sound]
'TwoLevelRitz.second_order_le' depends on axioms: [propext, Classical.choice, Quot.sound]
```

## Normalised trial states as an alternative

The minimum could also have been stated for $\langle x,Hx\rangle$ over vectors with $\langle x,x\rangle=1$. Its value would be the same, since the quotient does not change when $x$ is multiplied by a nonzero number. The definition would need no division, and the zero vector would be excluded by the constraint. In exchange, the ground vector for $c\ne0$ would have to be divided by $\sqrt{2R(R+d)}$ before it could serve as a minimiser. For such $c$ the minimisers would form a family related by phase factors instead of by arbitrary nonzero complex factors.
